# With a spectral gap and nonzero overlap, midpoint averages converge and the end-point energy error is at most \(C e^{-2gt}\)

If I stop a ground-state path-integral calculation at finite imaginary time, excited states can remain in the evolved trial state and leave its energy above the ground-state energy \(E_0\). I'd like a bound on that excess.

Let \(H\) be a real symmetric matrix with unit ground vector \(\varphi\) and a gap \(g>0\) above \(E_0\). Take a trial vector \(\psi\) with \(c=\langle\varphi,\psi\rangle\neq0\), and set \(\psi_t=e^{-tH}\psi\). I expect that \(\langle\psi_t,A\psi_t\rangle/\langle\psi_t,\psi_t\rangle\to\langle\varphi,A\varphi\rangle\) for every matrix \(A\), and that
\[
E(t)=\frac{\langle H\psi,\psi_{2t}\rangle}{\langle\psi,\psi_{2t}\rangle}
\]
never increases and exceeds \(E_0\) by at most \(Ce^{-2gt}\). Can this be proved rigorously, with an explicit \(C\), and checked by machine?

## The excited remainder controls both estimators

Yes, and the argument also works for bounded symmetric operators on a real Hilbert space. Split \(\psi=c\varphi+\chi\) with \(\chi\perp\varphi\). Since \(e^{-tH}\varphi=e^{-E_0t}\varphi\), symmetry keeps \(\chi_t=e^{-tH}\chi\) orthogonal to \(\varphi\), so the gap gives
\[
\frac{d}{dt}\|\chi_t\|^2=-2\langle\chi_t,H\chi_t\rangle\le-2(E_0+g)\|\chi_t\|^2 .
\]
Hence, for \(t\ge0\), \(\eta=e^{E_0t}\psi_t-c\varphi=e^{E_0t}\chi_t\) satisfies \(\|\eta\|\le e^{-gt}\|\chi\|\). The factor \(e^{E_0t}\) cancels in the midpoint quotient \(\langle\psi_t,A\psi_t\rangle/\langle\psi_t,\psi_t\rangle\), where \(A\) acts halfway along an imaginary-time path of length \(2t\). By continuity this quotient tends to \(\langle c\varphi,A\,c\varphi\rangle/c^2=\langle\varphi,A\varphi\rangle\).

For the energy, symmetry moves half of the imaginary time across the inner product, so \(E(t)=\langle\psi_t,H\psi_t\rangle/\|\psi_t\|^2\). Write \(\langle B\rangle_t=\langle\psi_t,B\psi_t\rangle/\|\psi_t\|^2\). The numerator has derivative \(-2\langle\psi_t,H^2\psi_t\rangle\) and the denominator \(-2\langle\psi_t,H\psi_t\rangle\), so
\[
E'(t)=-2\left(\langle H^2\rangle_t-\langle H\rangle_t^2\right)\le0
\]
by Cauchy–Schwarz. Inserting \(e^{E_0t}\psi_t=c\varphi+\eta\), the cross terms vanish:
\[
0\le E(t)-E_0=\frac{\langle\eta,(H-E_0)\eta\rangle}{c^2+\|\eta\|^2}\le\|H-E_0\|\frac{\|\chi\|^2}{c^2}e^{-2gt}.
\]
For normalised \(\psi\), \(\|\chi\|^2/c^2=(1-c^2)/c^2\).

If \(\psi=\varphi+b\chi\), where \(\chi\) is now a unit eigenvector of energy \(E_0+g\) orthogonal to \(\varphi\), then \(\psi_{2t}=e^{-2E_0t}(\varphi+be^{-2gt}\chi)\), and
\[
E(t)=E_0+\frac{g b^2e^{-2gt}}{1+b^2e^{-2gt}} .
\]
For \(b\ne0\) the rate \(2g\) is attained. The normalised ground-state weight of this trial state is \(1/(1+b^2)\).

## Hypotheses and estimators in Lean

`V` is the real state space, assumed complete in the theorems on time evolution, and `V →L[ℝ] V` contains its bounded operators. `evolve H t` is \(e^{-tH}\), with \(\hbar=1\); `rayleigh` is the normalised expectation value, and `endpointEnergy` is \(E(t)\), where \(H\) acts at an end of the path of total length \(2t\).

`IsGappedGround` collects symmetry, the unit eigenvector and the gap. The gap is assumed: it stands for the energy separating the ground state from everything orthogonal to it. For a matrix of dimension at least two with nondegenerate ground state, it can be the difference of the two lowest eigenvalues; in dimension one any \(g>0\) works. `isGappedGround_witness` supplies a projector Hamiltonian that satisfies all the conditions.

For lattice models with a finite-dimensional state space, a real Hamiltonian and a nondegenerate ground state that overlaps the trial state, `endpoint_energy_bounds` bounds the projection-time bias of the energy in ground-state path-integral Monte Carlo, but not time-step or sampling errors. For other observables, `midpoint_tendsto` gives convergence without a rate. Unbounded continuum Hamiltonians and complex state spaces are not covered.

## From the propagator to the bounds

- `evolve_schrodinger` differentiates the exponential; comparing two forms of the derivative gives commutation with \(H\).
- `inner_evolve` shows that \(\langle u_x,v_{s+r-x}\rangle\) has zero derivative in \(x\), which allows time to be moved across. `evolve_eigen` uses the same device for eigenvectors.
- `evolve_filters` proves that \(e^{2(E_0+g)x}\|\chi_x\|^2\) is nonincreasing, which is the differential inequality above. `midpoint_tendsto` then squeezes the remainder to zero.
- `endpoint_slope` applies the quotient rule. `endpoint_energy_bounds` adds Cauchy–Schwarz for monotonicity at all real \(t\), and the expansion in \(\eta\) for the bounds at \(t\ge0\).
- `endpoint_two_level` evaluates the two-level quotient directly.

```lean
import Mathlib

open Filter Topology

namespace PathIntegralEstimators

noncomputable section

local notation "⟪" x ", " y "⟫" => inner ℝ x y

variable {V : Type*} [NormedAddCommGroup V] [InnerProductSpace ℝ V]

/-- The imaginary-time propagator `exp(-tH)`, for complete `V`. -/
def evolve (H : V →L[ℝ] V) (t : ℝ) : V →L[ℝ] V := NormedSpace.exp (t • (-H))

/-- The normalised expectation value `⟨u, A u⟩ / ⟨u, u⟩`, for `u ≠ 0`. -/
def rayleigh (A : V →L[ℝ] V) (u : V) : ℝ := ⟪u, A u⟫ / ⟪u, u⟫

/-- The end-point energy `⟨Hψ, exp(-2tH)ψ⟩ / ⟨ψ, exp(-2tH)ψ⟩`, for symmetric `H` and `ψ ≠ 0`. -/
def endpointEnergy (H : V →L[ℝ] V) (ψ : V) (t : ℝ) : ℝ :=
  ⟪H ψ, evolve H (2 * t) ψ⟫ / ⟪ψ, evolve H (2 * t) ψ⟫

/-- `H` is symmetric with unit ground vector `φ` of energy `E₀`, and every state orthogonal
to `φ` has mean energy at least `E₀ + g`, where `g > 0`. -/
structure IsGappedGround (H : V →L[ℝ] V) (φ : V) (E₀ g : ℝ) : Prop where
  symm : ∀ u v, ⟪H u, v⟫ = ⟪u, H v⟫
  unit : ‖φ‖ = 1
  eigen : H φ = E₀ • φ
  gap_pos : 0 < g
  gap : ∀ v, ⟪φ, v⟫ = 0 → (E₀ + g) * ‖v‖ ^ 2 ≤ ⟪v, H v⟫

/-- For any unit vector `φ` and `g > 0`, the Hamiltonian `E₀ + g (1 - |φ⟩⟨φ|)` has `φ` as
gapped ground vector. -/
theorem isGappedGround_witness {φ : V} (hφ : ‖φ‖ = 1) (E₀ : ℝ) {g : ℝ} (hg : 0 < g) :
    IsGappedGround (E₀ • ContinuousLinearMap.id ℝ V +
      g • (ContinuousLinearMap.id ℝ V - (innerSL ℝ φ).smulRight φ)) φ E₀ g := by
  have hact : ∀ v, (E₀ • ContinuousLinearMap.id ℝ V +
      g • (ContinuousLinearMap.id ℝ V - (innerSL ℝ φ).smulRight φ)) v
      = E₀ • v + g • (v - ⟪φ, v⟫ • φ) := by
    intro v
    simp
  refine ⟨fun u v => ?_, hφ, ?_, hg, fun v hv => ?_⟩
  · rw [hact, hact]
    simp only [inner_add_left, inner_add_right, inner_sub_left, inner_sub_right,
      real_inner_smul_left, real_inner_smul_right]
    rw [real_inner_comm φ u]
    ring
  · rw [hact, real_inner_self_eq_norm_sq, hφ]
    module
  · rw [hact, hv, zero_smul, sub_zero, inner_add_right, real_inner_smul_right,
      real_inner_smul_right, real_inner_self_eq_norm_sq]
    linarith

/-- Rescaling a state by a nonzero factor leaves its normalised expectation values unchanged. -/
theorem rayleigh_smul {a : ℝ} (ha : a ≠ 0) (A : V →L[ℝ] V) (u : V) :
    rayleigh A (a • u) = rayleigh A u := by
  simp only [rayleigh, map_smul, real_inner_smul_left, real_inner_smul_right]
  rw [mul_div_mul_left _ _ ha, mul_div_mul_left _ _ ha]

variable [CompleteSpace V] {H : V →L[ℝ] V} {φ : V} {E₀ g : ℝ}

/-- The evolved state obeys the imaginary-time Schrödinger equation `dψ_t/dt = -H ψ_t`, and
the propagator commutes with `H`. -/
theorem evolve_schrodinger (H : V →L[ℝ] V) (ψ : V) (t : ℝ) :
    HasDerivAt (fun s => evolve H s ψ) (-(H (evolve H t ψ))) t ∧
      evolve H t (H ψ) = H (evolve H t ψ) := by
  constructor
  · have h := (hasDerivAt_exp_smul_const' (-H) t).clm_apply (hasDerivAt_const t ψ)
    exact h.congr_deriv (by simp [evolve])
  · -- the two forms of the derivative of the exponential must agree
    have h := (hasDerivAt_exp_smul_const (-H) t).unique (hasDerivAt_exp_smul_const' (-H) t)
    have h' := congrArg (fun B : V →L[ℝ] V => B ψ) h
    simpa [evolve] using h'

/-- For symmetric `H`, imaginary time can be moved from one side of an overlap to the other. -/
theorem inner_evolve (hH : ∀ u v, ⟪H u, v⟫ = ⟪u, H v⟫) (s r : ℝ) (u v : V) :
    ⟪evolve H s u, evolve H r v⟫ = ⟪u, evolve H (s + r) v⟫ := by
  -- the overlap does not depend on how the total time is shared
  have hd : ∀ x, HasDerivAt (fun x => ⟪evolve H x u, evolve H (s + r - x) v⟫) 0 x := by
    intro x
    have h1 := (evolve_schrodinger H u x).1
    have h2 := (evolve_schrodinger H v (s + r - x)).1.scomp x
      ((hasDerivAt_id x).const_sub (s + r))
    refine (h1.inner ℝ h2).congr_deriv ?_
    simp [inner_neg_left, hH]
  have hc := is_const_of_deriv_eq_zero (fun x => (hd x).differentiableAt)
    (fun x => (hd x).deriv) s 0
  simpa [evolve] using hc

/-- An eigenvector of energy `E` is multiplied by `exp(-Et)`. -/
theorem evolve_eigen {v : V} {E : ℝ} (hv : H v = E • v) (t : ℝ) :
    evolve H t v = Real.exp (-(E * t)) • v := by
  have hd : ∀ x, HasDerivAt (fun x => Real.exp (E * x) • evolve H x v) 0 x := by
    intro x
    have h1 : HasDerivAt (fun x => Real.exp (E * x)) (Real.exp (E * x) * E) x :=
      ((hasDerivAt_id x).const_mul E).exp.congr_deriv (by simp)
    refine (h1.smul (evolve_schrodinger H v x).1).congr_deriv ?_
    rw [← (evolve_schrodinger H v x).2, hv, map_smul]
    module
  have hc : Real.exp (E * t) • evolve H t v = v := by
    have h := is_const_of_deriv_eq_zero (fun x => (hd x).differentiableAt)
      (fun x => (hd x).deriv) t 0
    have h0 : evolve H 0 v = v := by simp [evolve]
    simpa only [mul_zero, Real.exp_zero, one_smul, h0] using h
  calc evolve H t v = Real.exp (-(E * t)) • (Real.exp (E * t) • evolve H t v) := by
        rw [smul_smul, ← Real.exp_add]; simp
    _ = _ := by rw [hc]

/-- With a gapped ground vector and `t ≥ 0`, the rescaled state `exp(E₀t) ψ_t` differs from the
ground component of `ψ` by a vector orthogonal to `φ`, of norm at most `exp(-gt)` times that of
the excited part of `ψ`. -/
theorem evolve_filters (hG : IsGappedGround H φ E₀ g) (ψ : V) {t : ℝ} (ht : 0 ≤ t) :
    ⟪φ, Real.exp (E₀ * t) • evolve H t ψ - ⟪φ, ψ⟫ • φ⟫ = 0 ∧
    ‖Real.exp (E₀ * t) • evolve H t ψ - ⟪φ, ψ⟫ • φ‖
      ≤ Real.exp (-(g * t)) * ‖ψ - ⟪φ, ψ⟫ • φ‖ := by
  have he : Real.exp (E₀ * t) * Real.exp (-(E₀ * t)) = 1 := by rw [← Real.exp_add]; simp
  have h1 : Real.exp (E₀ * t) • evolve H t ψ - ⟪φ, ψ⟫ • φ
      = Real.exp (E₀ * t) • evolve H t (ψ - ⟪φ, ψ⟫ • φ) := by
    rw [map_sub, map_smul, evolve_eigen hG.eigen, smul_sub, smul_smul, smul_smul,
      show Real.exp (E₀ * t) * ⟪φ, ψ⟫ * Real.exp (-(E₀ * t)) = ⟪φ, ψ⟫ by
        linear_combination ⟪φ, ψ⟫ * he]
  have hχ : ⟪φ, ψ - ⟪φ, ψ⟫ • φ⟫ = 0 := by
    rw [inner_sub_right, real_inner_smul_right, real_inner_self_eq_norm_sq, hG.unit]; ring
  rw [h1]
  generalize ψ - ⟪φ, ψ⟫ • φ = χ at hχ ⊢
  have h0 : evolve H 0 χ = χ := by simp [evolve]
  -- the excited part stays orthogonal to the ground vector
  have horth : ∀ x, ⟪φ, evolve H x χ⟫ = 0 := by
    intro x
    have h := inner_evolve hG.symm x 0 φ χ
    rw [h0, add_zero, evolve_eigen hG.eigen, real_inner_smul_left, hχ, mul_zero] at h
    exact h.symm
  -- its squared norm, times the expected growth factor, cannot increase
  have hd : ∀ x, HasDerivAt
      (fun x => Real.exp (2 * (E₀ + g) * x) * ⟪evolve H x χ, evolve H x χ⟫)
      (Real.exp (2 * (E₀ + g) * x) *
        (2 * ((E₀ + g) * ‖evolve H x χ‖ ^ 2 - ⟪evolve H x χ, H (evolve H x χ)⟫))) x := by
    intro x
    have h2 : HasDerivAt (fun x => Real.exp (2 * (E₀ + g) * x))
        (Real.exp (2 * (E₀ + g) * x) * (2 * (E₀ + g))) x :=
      ((hasDerivAt_id x).const_mul (2 * (E₀ + g))).exp.congr_deriv (by simp)
    have h3 := (evolve_schrodinger H χ x).1
    refine (h2.mul (h3.inner ℝ h3)).congr_deriv ?_
    simp only [inner_neg_right, inner_neg_left, hG.symm, real_inner_self_eq_norm_sq]
    ring
  have hanti := antitone_of_deriv_nonpos (fun x => (hd x).differentiableAt) (fun x => by
    rw [(hd x).deriv]
    exact mul_nonpos_iff.2 (Or.inl ⟨(Real.exp_pos _).le, by linarith [hG.gap _ (horth x)]⟩))
  have h := hanti ht
  simp only [mul_zero, Real.exp_zero, one_mul, h0, real_inner_self_eq_norm_sq] at h
  refine ⟨by rw [real_inner_smul_right, horth, mul_zero], ?_⟩
  refine (sq_le_sq₀ (norm_nonneg _) (by positivity)).1 ?_
  rw [norm_smul, Real.norm_eq_abs, Real.abs_exp, mul_pow, mul_pow]
  have hexp : Real.exp (E₀ * t) ^ 2
      = Real.exp (-(g * t)) ^ 2 * Real.exp (2 * (E₀ + g) * t) := by
    rw [← Real.exp_nat_mul, ← Real.exp_nat_mul, ← Real.exp_add]
    congr 1
    push_cast
    ring
  rw [hexp, mul_assoc]
  exact mul_le_mul_of_nonneg_left h (by positivity)

/-- If the trial state overlaps the gapped ground vector, the midpoint estimator of any bounded
observable `A` tends to its ground-state expectation value. -/
theorem midpoint_tendsto (hG : IsGappedGround H φ E₀ g) {ψ : V} (hψ : ⟪φ, ψ⟫ ≠ 0)
    (A : V →L[ℝ] V) :
    Tendsto (fun t => rayleigh A (evolve H t ψ)) atTop (𝓝 ⟪φ, A φ⟫) := by
  have hu : Tendsto (fun t => Real.exp (E₀ * t) • evolve H t ψ) atTop (𝓝 (⟪φ, ψ⟫ • φ)) := by
    rw [tendsto_iff_norm_sub_tendsto_zero]
    have h := (Real.tendsto_exp_neg_atTop_nhds_zero.comp
      (tendsto_id.const_mul_atTop hG.gap_pos)).mul_const ‖ψ - ⟪φ, ψ⟫ • φ‖
    rw [zero_mul] at h
    exact squeeze_zero' (Eventually.of_forall fun _ => norm_nonneg _)
      ((eventually_ge_atTop 0).mono fun t ht => (evolve_filters hG ψ ht).2) h
  have hA : Tendsto (fun t => A (Real.exp (E₀ * t) • evolve H t ψ)) atTop
      (𝓝 (A (⟪φ, ψ⟫ • φ))) := (A.continuous.tendsto _).comp hu
  have hφ : φ ≠ 0 := fun h => hψ (by rw [h, inner_zero_left])
  have hq : Tendsto (fun t => rayleigh A (Real.exp (E₀ * t) • evolve H t ψ)) atTop
      (𝓝 (rayleigh A (⟪φ, ψ⟫ • φ))) :=
    (Filter.Tendsto.inner (𝕜 := ℝ) hu hA).div (Filter.Tendsto.inner (𝕜 := ℝ) hu hu)
      (inner_self_ne_zero.2 (smul_ne_zero hψ hφ))
  have hlim : rayleigh A φ = ⟪φ, A φ⟫ := by
    rw [rayleigh, real_inner_self_eq_norm_sq, hG.unit, one_pow, div_one]
  rw [rayleigh_smul hψ, hlim] at hq
  exact hq.congr fun t => rayleigh_smul (Real.exp_ne_zero _) A _

/-- For symmetric `H` and `ψ ≠ 0` the end-point normalisation is positive, the end-point energy
equals the midpoint energy, and its slope is minus twice the energy variance of `ψ_t`. -/
theorem endpoint_slope (hH : ∀ u v, ⟪H u, v⟫ = ⟪u, H v⟫) {ψ : V} (hψ : ψ ≠ 0) (t : ℝ) :
    0 < ⟪ψ, evolve H (2 * t) ψ⟫ ∧ endpointEnergy H ψ t = rayleigh H (evolve H t ψ) ∧
    HasDerivAt (endpointEnergy H ψ) (-2 * (rayleigh (H.comp H) (evolve H t ψ)
      - rayleigh H (evolve H t ψ) ^ 2)) t := by
  have hp : evolve H t ψ ≠ 0 := by
    intro h
    have h' := inner_evolve hH t (-t) ψ ψ
    have h0 : evolve H 0 ψ = ψ := by simp [evolve]
    rw [h, inner_zero_left, add_neg_cancel, h0] at h'
    exact hψ (inner_self_eq_zero.1 h'.symm)
  have heq : ∀ s, endpointEnergy H ψ s = rayleigh H (evolve H s ψ) := by
    intro s
    rw [endpointEnergy, rayleigh, two_mul, ← inner_evolve hH, ← inner_evolve hH,
      (evolve_schrodinger H ψ s).2, hH]
  have hN : ⟪evolve H t ψ, evolve H t ψ⟫ ≠ 0 := inner_self_ne_zero.2 hp
  refine ⟨?_, heq t, ?_⟩
  · rw [two_mul, ← inner_evolve hH]
    exact real_inner_self_pos.2 hp
  · rw [show endpointEnergy H ψ = fun s => rayleigh H (evolve H s ψ) from funext heq]
    have h1 := (evolve_schrodinger H ψ t).1
    have h2 : HasDerivAt (fun s => H (evolve H s ψ)) (H (-(H (evolve H t ψ)))) t :=
      H.hasFDerivAt.comp_hasDerivAt t h1
    refine ((h1.inner ℝ h2).div (h1.inner ℝ h1) hN).congr_deriv ?_
    simp only [rayleigh, ContinuousLinearMap.comp_apply, map_neg, inner_neg_left,
      inner_neg_right, hH]
    field_simp
    ring

/-- If the trial state overlaps the gapped ground vector, the end-point energy never increases
with `t`, and for `t ≥ 0` it lies above `E₀` by at most a constant times `exp(-2gt)`. -/
theorem endpoint_energy_bounds (hG : IsGappedGround H φ E₀ g) {ψ : V} (hψ : ⟪φ, ψ⟫ ≠ 0) :
    Antitone (endpointEnergy H ψ) ∧ ∀ t, 0 ≤ t → E₀ ≤ endpointEnergy H ψ t ∧
      endpointEnergy H ψ t ≤ E₀ + ‖H - E₀ • ContinuousLinearMap.id ℝ V‖ *
        ‖ψ - ⟪φ, ψ⟫ • φ‖ ^ 2 / ⟪φ, ψ⟫ ^ 2 * Real.exp (-(2 * g * t)) := by
  have hψ0 : ψ ≠ 0 := fun h => hψ (by rw [h, inner_zero_right])
  have hs := endpoint_slope hG.symm hψ0
  constructor
  · refine antitone_of_deriv_nonpos (fun t => (hs t).2.2.differentiableAt) fun t => ?_
    rw [(hs t).2.2.deriv]
    -- the variance is nonnegative by Cauchy-Schwarz
    have hN : 0 < ⟪evolve H t ψ, evolve H t ψ⟫ := by
      have h := (hs t).1
      rwa [two_mul, ← inner_evolve hG.symm] at h
    have cs := real_inner_mul_inner_self_le (evolve H t ψ) (H (evolve H t ψ))
    rw [hG.symm (evolve H t ψ) (H (evolve H t ψ))] at cs
    have hvar : rayleigh H (evolve H t ψ) ^ 2 ≤ rayleigh (H.comp H) (evolve H t ψ) := by
      rw [rayleigh, rayleigh, ContinuousLinearMap.comp_apply, div_pow,
        div_le_div_iff₀ (by positivity) hN]
      nlinarith [mul_le_mul_of_nonneg_left cs hN.le]
    linarith
  · intro t ht
    obtain ⟨horth, hnorm⟩ := evolve_filters hG ψ ht
    obtain ⟨η, hη⟩ : ∃ η, η = Real.exp (E₀ * t) • evolve H t ψ - ⟪φ, ψ⟫ • φ := ⟨_, rfl⟩
    rw [← hη] at horth hnorm
    have hv : Real.exp (E₀ * t) • evolve H t ψ = ⟪φ, ψ⟫ • φ + η := by rw [hη]; abel
    have h0 : ⟪φ, H η⟫ = 0 := by
      rw [← hG.symm, hG.eigen, real_inner_smul_left, horth, mul_zero]
    have h0' : ⟪η, φ⟫ = 0 := by rw [real_inner_comm]; exact horth
    have hnum : ⟪⟪φ, ψ⟫ • φ + η, H (⟪φ, ψ⟫ • φ + η)⟫ = E₀ * ⟪φ, ψ⟫ ^ 2 + ⟪η, H η⟫ := by
      rw [map_add, map_smul, hG.eigen]
      simp only [inner_add_left, inner_add_right, real_inner_smul_left, real_inner_smul_right,
        h0, h0', real_inner_self_eq_norm_sq, hG.unit]
      ring
    have hden : ⟪⟪φ, ψ⟫ • φ + η, ⟪φ, ψ⟫ • φ + η⟫ = ⟪φ, ψ⟫ ^ 2 + ‖η‖ ^ 2 := by
      simp only [inner_add_left, inner_add_right, real_inner_smul_left, real_inner_smul_right,
        horth, h0']
      simp only [real_inner_self_eq_norm_sq, hG.unit]
      ring
    have hpos : 0 < ⟪φ, ψ⟫ ^ 2 + ‖η‖ ^ 2 := by positivity
    -- the numerator of the energy error is at most a constant times the squared remainder
    have hup : ⟪η, H η⟫ - E₀ * ‖η‖ ^ 2
        ≤ ‖H - E₀ • ContinuousLinearMap.id ℝ V‖ * ‖η‖ ^ 2 := by
      have h := (real_inner_le_norm η ((H - E₀ • ContinuousLinearMap.id ℝ V) η)).trans
        (mul_le_mul_of_nonneg_left
          ((H - E₀ • ContinuousLinearMap.id ℝ V).le_opNorm η) (norm_nonneg η))
      have h' : ⟪η, (H - E₀ • ContinuousLinearMap.id ℝ V) η⟫ = ⟪η, H η⟫ - E₀ * ‖η‖ ^ 2 := by
        simp [inner_sub_right, real_inner_smul_right]
      rw [h'] at h
      linarith
    have hsq : ‖η‖ ^ 2 ≤ Real.exp (-(2 * g * t)) * ‖ψ - ⟪φ, ψ⟫ • φ‖ ^ 2 := by
      calc ‖η‖ ^ 2 ≤ (Real.exp (-(g * t)) * ‖ψ - ⟪φ, ψ⟫ • φ‖) ^ 2 := by gcongr
        _ = _ := by
          rw [mul_pow, ← Real.exp_nat_mul]
          congr 2
          push_cast
          ring
    have hkey := mul_le_mul_of_nonneg_left hsq
      (norm_nonneg (H - E₀ • ContinuousLinearMap.id ℝ V))
    rw [(hs t).2.1, ← rayleigh_smul (Real.exp_ne_zero (E₀ * t)) H, hv, rayleigh, hnum, hden]
    constructor
    · rw [le_div_iff₀ hpos]
      linarith [hG.gap η horth, mul_nonneg hG.gap_pos.le (sq_nonneg ‖η‖)]
    · rw [div_le_iff₀ hpos]
      obtain ⟨C, hC⟩ : ∃ C, C = ‖H - E₀ • ContinuousLinearMap.id ℝ V‖ *
        ‖ψ - ⟪φ, ψ⟫ • φ‖ ^ 2 / ⟪φ, ψ⟫ ^ 2 * Real.exp (-(2 * g * t)) := ⟨_, rfl⟩
      have hC0 : 0 ≤ C := by rw [hC]; positivity
      have hCc : C * ⟪φ, ψ⟫ ^ 2 = ‖H - E₀ • ContinuousLinearMap.id ℝ V‖ *
          (Real.exp (-(2 * g * t)) * ‖ψ - ⟪φ, ψ⟫ • φ‖ ^ 2) := by
        rw [hC, mul_right_comm, div_mul_cancel₀ _ (pow_ne_zero 2 hψ)]
        ring
      rw [← hC]
      linarith [mul_nonneg hC0 (sq_nonneg ‖η‖)]

/-- For a trial state `φ + bχ` built from orthonormal eigenvectors of energies `E₀` and `E₀ + g`,
the end-point energy is `E₀ + g b² exp(-2gt) / (1 + b² exp(-2gt))`. -/
theorem endpoint_two_level {χ : V} (hφ : H φ = E₀ • φ) (hχ : H χ = (E₀ + g) • χ)
    (hφ1 : ‖φ‖ = 1) (hχ1 : ‖χ‖ = 1) (horth : ⟪φ, χ⟫ = 0) (b t : ℝ) :
    endpointEnergy H (φ + b • χ) t = E₀ + g * b ^ 2 * Real.exp (-(2 * g * t)) /
      (1 + b ^ 2 * Real.exp (-(2 * g * t))) := by
  have horth' : ⟪χ, φ⟫ = 0 := by rw [real_inner_comm]; exact horth
  have hx : Real.exp (-((E₀ + g) * (2 * t)))
      = Real.exp (-(E₀ * (2 * t))) * Real.exp (-(2 * g * t)) := by
    rw [← Real.exp_add]
    congr 1
    ring
  have hev : evolve H (2 * t) (φ + b • χ) = Real.exp (-(E₀ * (2 * t))) • φ +
      b • (Real.exp (-(E₀ * (2 * t))) * Real.exp (-(2 * g * t))) • χ := by
    rw [map_add, map_smul, evolve_eigen hφ, evolve_eigen hχ, hx]
  have hH : H (φ + b • χ) = E₀ • φ + b • (E₀ + g) • χ := by rw [map_add, map_smul, hφ, hχ]
  have hnum : ⟪H (φ + b • χ), evolve H (2 * t) (φ + b • χ)⟫ = Real.exp (-(E₀ * (2 * t))) *
      (E₀ * (1 + b ^ 2 * Real.exp (-(2 * g * t))) + g * b ^ 2 * Real.exp (-(2 * g * t))) := by
    rw [hev, hH]
    simp only [inner_add_left, inner_add_right, real_inner_smul_left, real_inner_smul_right,
      horth, horth', real_inner_self_eq_norm_sq, hφ1, hχ1]
    ring
  have hden : ⟪φ + b • χ, evolve H (2 * t) (φ + b • χ)⟫ = Real.exp (-(E₀ * (2 * t))) *
      (1 + b ^ 2 * Real.exp (-(2 * g * t))) := by
    rw [hev]
    simp only [inner_add_left, inner_add_right, real_inner_smul_left, real_inner_smul_right,
      horth, horth', real_inner_self_eq_norm_sq, hφ1, hχ1]
    ring
  have hpos : 1 + b ^ 2 * Real.exp (-(2 * g * t)) ≠ 0 := by positivity
  rw [endpointEnergy, hnum, hden, mul_div_mul_left _ _ (Real.exp_ne_zero _), add_div,
    mul_div_cancel_right₀ _ hpos]

end

end PathIntegralEstimators
```

```lean
#print axioms PathIntegralEstimators.midpoint_tendsto
-- 'PathIntegralEstimators.midpoint_tendsto' depends on axioms: [propext, Classical.choice, Quot.sound]
#print axioms PathIntegralEstimators.endpoint_energy_bounds
-- 'PathIntegralEstimators.endpoint_energy_bounds' depends on axioms: [propext, Classical.choice, Quot.sound]
#print axioms PathIntegralEstimators.endpoint_two_level
-- 'PathIntegralEstimators.endpoint_two_level' depends on axioms: [propext, Classical.choice, Quot.sound]
```
